# The interaction \(v_1\cdot v_2/r-r_{tt}/2\) equals the Darwin interaction up to a total time derivative

To obtain a Lagrangian for two slowly moving charges, one expands the retarded potentials of particle 2 to order \(1/c^2\) and evaluates them at particle 1. Apart from the factor \(q_1q_2/c^2\) (Gaussian units), the part of the interaction Lagrangian of order \(1/c^2\) is \(v_1\cdot v_2/r-r_{tt}/2\). Here \(r_{tt}\) is the second time derivative of the distance \(r\) with particle 1 held fixed, and it contains the acceleration of particle 2. The next step removes this acceleration by discarding a total time derivative, and leaves the Darwin interaction.

## Differentiating the two-time separation

Let particle 1 be at \(x_1(s)\) and particle 2 at \(x_2(t)\), with velocities \(v_1,v_2\), and let \(a_2\) be the acceleration of particle 2. Put \(R=x_1(s)-x_2(t)\), \(r=\|R\|>0\) and \(n=R/r\). Subscripts on \(r\) denote partial derivatives. Differentiating \(r^2=R\cdot R\) gives

\[ r_s=n\cdot v_1,\qquad r_t=-n\cdot v_2=-\frac{R\cdot v_2}{r}. \]

Differentiating \(r_t\) with respect to \(s\), and then with respect to \(t\), gives

\[ r_{st}=-\frac{v_1\cdot v_2}{r}+\frac{(R\cdot v_2)\,r_s}{r^2}=-\frac{v_1\cdot v_2-(n\cdot v_1)(n\cdot v_2)}{r}, \]

\[ r_{tt}=\frac{v_2^2}{r}-\frac{R\cdot a_2}{r}+\frac{(R\cdot v_2)\,r_t}{r^2}=\frac{v_2^2-(n\cdot v_2)^2}{r}-n\cdot a_2. \]

On \(s=t\) both arguments move, so \(\frac{d}{dt}r_t(t,t)=r_{st}+r_{tt}\). Eliminating \(r_{tt}\),

\[ \frac{v_1\cdot v_2}{r}-\frac{r_{tt}}2=\frac{v_1\cdot v_2}{r}+\frac{r_{st}}2-\frac{d}{dt}\frac{r_t}2=\frac{v_1\cdot v_2+(n\cdot v_1)(n\cdot v_2)}{2r}-\frac{d}{dt}\frac{r_t}2. \]

For example, take \(x_1(t)=(2+t,t,0)\) and \(x_2(t)=(t,2t,0)\) at \(t=0\). Then \(r=2\), \(n=(1,0,0)\), \(v_1\cdot v_2=3\), \(n\cdot v_1=n\cdot v_2=1\) and \(a_2=0\). Hence \(r_{tt}=2\) and \(r_{st}=-1\). The left side is \(3/2-1=1/2\). The Darwin term is \(1\) and the subtracted derivative is \((-1+2)/2=1/2\), so the two sides agree.

For motion on a line, \((n\cdot v_1)(n\cdot v_2)=v_1v_2\). The mixed derivative vanishes, and the Darwin term reduces to \(v_1v_2/r\).

## Separation, direction and interactions in Lean

The space `E` is any real inner product space, with \(\mathbb R^3\) as the physical case.

```lean
import Mathlib

open Filter Topology
open scoped InnerProductSpace

namespace DarwinInteraction

noncomputable section

variable {E : Type*} [NormedAddCommGroup E] [InnerProductSpace ℝ E]
```

The first time argument always belongs to particle 1.

```lean
/-- Two-time separation `r(s,t)` of particle 1 at time `s` and particle 2 at time `t`. -/
def sep (x₁ x₂ : ℝ → E) (s t : ℝ) : ℝ := ‖x₁ s - x₂ t‖
```

The vector \(n\) points from particle 2 to particle 1.

```lean
/-- Unit vector `n` from particle 2 at time `t` to particle 1 at time `s`,
for positive separation. -/
def lineOfSight (x₁ x₂ : ℝ → E) (s t : ℝ) : E := (sep x₁ x₂ s t)⁻¹ • (x₁ s - x₂ t)
```

The three partial derivatives are derivatives of the norm itself; the formulas above are not built in.

```lean
/-- The partial derivative `r_t` of the two-time separation. -/
def sepT (x₁ x₂ : ℝ → E) (s t : ℝ) : ℝ := deriv (fun u => sep x₁ x₂ s u) t

/-- The mixed partial derivative `r_st` of the two-time separation. -/
def sepST (x₁ x₂ : ℝ → E) (s t : ℝ) : ℝ := deriv (fun u => sepT x₁ x₂ u t) s

/-- The second partial derivative `r_tt` of the two-time separation. -/
def sepTT (x₁ x₂ : ℝ → E) (s t : ℝ) : ℝ := deriv (fun u => sepT x₁ x₂ s u) t
```

The two interactions omit the charges and \(c\). The retardation expansion that motivates the first is not derived here.

```lean
/-- The velocity-dependent interaction `v₁·v₂/r - r_tt/2` at equal times,
for positive separation. -/
def retardedTerm (x₁ x₂ : ℝ → E) (t : ℝ) : ℝ :=
  ⟪deriv x₁ t, deriv x₂ t⟫_ℝ / sep x₁ x₂ t t - sepTT x₁ x₂ t t / 2

/-- The Darwin interaction `[v₁·v₂ + (n·v₁)(n·v₂)]/(2r)` at equal times,
for positive separation. -/
def darwinTerm (x₁ x₂ : ℝ → E) (t : ℝ) : ℝ :=
  (⟪deriv x₁ t, deriv x₂ t⟫_ℝ + ⟪lineOfSight x₁ x₂ t t, deriv x₁ t⟫_ℝ *
    ⟪lineOfSight x₁ x₂ t t, deriv x₂ t⟫_ℝ) / (2 * sep x₁ x₂ t t)
```

## Lengths and radial components along a path

The first lemma translates between \(n\cdot v\) and \((R\cdot v)/r\).

```lean
/-- The component of a vector along the line of sight, written with the separation vector. -/
theorem inner_lineOfSight (x₁ x₂ : ℝ → E) (s t : ℝ) (v : E) :
    ⟪lineOfSight x₁ x₂ s t, v⟫_ℝ = ⟪x₁ s - x₂ t, v⟫_ℝ / sep x₁ x₂ s t := by
  unfold lineOfSight
  rw [real_inner_smul_left, inv_mul_eq_div]
```

The rule \(r'=R\cdot R'/r\) follows by writing the norm as the square root of its square.

```lean
/-- The length of a nonzero moving vector changes at the rate of its radial velocity. -/
theorem hasDerivAt_length {R : ℝ → E} {R' : E} {τ : ℝ} (hR : HasDerivAt R R' τ)
    (h : 0 < ‖R τ‖) : HasDerivAt (fun u => ‖R u‖) (⟪R τ, R'⟫_ℝ / ‖R τ‖) τ := by
  have hs : ∀ y, √(‖R y‖ ^ 2) = ‖R y‖ := fun y => Real.sqrt_sq (norm_nonneg _)
  have h1 : HasDerivAt (fun y => √(‖R y‖ ^ 2))
      (2 * ⟪R τ, R'⟫_ℝ / (2 * √(‖R τ‖ ^ 2))) τ :=
    hR.norm_sq.sqrt (pow_ne_zero 2 h.ne')
  simp only [hs] at h1
  exact h1.congr_deriv (mul_div_mul_left _ _ two_ne_zero)
```

The quotient rule then differentiates \(-(R\cdot w)/\|R\|\) for moving \(R\) and \(w\). All the second derivatives come from this one lemma.

```lean
/-- Rate of change of minus the component of a moving vector `w` along a moving
nonzero vector `R`. -/
theorem hasDerivAt_radial {R w : ℝ → E} {R' w' : E} {τ : ℝ} (hR : HasDerivAt R R' τ)
    (hw : HasDerivAt w w' τ) (h : 0 < ‖R τ‖) :
    HasDerivAt (fun u => -(⟪R u, w u⟫_ℝ / ‖R u‖))
      (-((⟪R', w τ⟫_ℝ - ⟪R τ, R'⟫_ℝ / ‖R τ‖ * (⟪R τ, w τ⟫_ℝ / ‖R τ‖)) / ‖R τ‖)
        - ⟪R τ, w'⟫_ℝ / ‖R τ‖) τ := by
  have hne : ‖R τ‖ ≠ 0 := h.ne'
  refine (((HasDerivAt.inner ℝ hR hw).fun_div (hasDerivAt_length hR h) hne).fun_neg).congr_deriv ?_
  field_simp
  ring
```

## The partial derivatives of \(r\)

With particle 1 held fixed, \(R'=-v_2\), which gives \(r_t\).

```lean
variable {x₁ x₂ : ℝ → E}

/-- First derivative of the separation: `r_t = -n·v₂`. -/
theorem sepT_eq (hx₂ : Differentiable ℝ x₂) {s t : ℝ} (h : 0 < sep x₁ x₂ s t) :
    sepT x₁ x₂ s t = -⟪lineOfSight x₁ x₂ s t, deriv x₂ t⟫_ℝ := by
  have hR : HasDerivAt (fun u => x₁ s - x₂ u) (-deriv x₂ t) t :=
    (hx₂ t).hasDerivAt.const_sub (x₁ s)
  have h1 := hasDerivAt_length hR h
  rw [inner_lineOfSight]
  exact h1.deriv.trans (by simp only [inner_neg_right, neg_div, sep])
```

For \(r_{st}\), particle 1 moves and \(w=v_2\) is constant. The formula for \(r_t\) needs positive separation, so the proof first uses continuity to secure this at nearby times (`hpos`). `HasDerivAt` states that the derivative exists as well as its value.

```lean
/-- Mixed derivative of the separation: `r_st = -[v₁·v₂ - (n·v₁)(n·v₂)]/r`. -/
theorem hasDerivAt_mixed (hx₁ : Differentiable ℝ x₁) (hx₂ : Differentiable ℝ x₂)
    {s t : ℝ} (h : 0 < sep x₁ x₂ s t) :
    HasDerivAt (fun u => sepT x₁ x₂ u t)
      (-(⟪deriv x₁ s, deriv x₂ t⟫_ℝ - ⟪lineOfSight x₁ x₂ s t, deriv x₁ s⟫_ℝ *
        ⟪lineOfSight x₁ x₂ s t, deriv x₂ t⟫_ℝ) / sep x₁ x₂ s t) s := by
  have hR : HasDerivAt (fun u => x₁ u - x₂ t) (deriv x₁ s) s :=
    (hx₁ s).hasDerivAt.sub_const (x₂ t)
  have hd := hasDerivAt_radial hR (hasDerivAt_const s (deriv x₂ t)) h
  -- the particles stay apart for nearby times
  have hpos : ∀ᶠ u in 𝓝 s, 0 < sep x₁ x₂ u t :=
    hR.continuousAt.norm.tendsto.eventually (lt_mem_nhds h)
  refine (hd.congr_of_eventuallyEq ?_).congr_deriv ?_
  · filter_upwards [hpos] with u hu
    rw [sepT_eq hx₂ hu, inner_lineOfSight]
    rfl
  · simp only [inner_lineOfSight, inner_zero_right, sep]
    ring
```

For \(r_{tt}\), particle 2 moves and \(w'=a_2\).

```lean
/-- Second derivative of the separation: `r_tt = [v₂² - (n·v₂)²]/r - n·a₂`. -/
theorem hasDerivAt_second (hx₂ : Differentiable ℝ x₂) (hv₂ : Differentiable ℝ (deriv x₂))
    {s t : ℝ} (h : 0 < sep x₁ x₂ s t) :
    HasDerivAt (fun u => sepT x₁ x₂ s u)
      ((‖deriv x₂ t‖ ^ 2 - ⟪lineOfSight x₁ x₂ s t, deriv x₂ t⟫_ℝ ^ 2) / sep x₁ x₂ s t
        - ⟪lineOfSight x₁ x₂ s t, deriv (deriv x₂) t⟫_ℝ) t := by
  have hR : HasDerivAt (fun u => x₁ s - x₂ u) (-deriv x₂ t) t :=
    (hx₂ t).hasDerivAt.const_sub (x₁ s)
  have hd := hasDerivAt_radial hR (hv₂ t).hasDerivAt h
  have hpos : ∀ᶠ u in 𝓝 t, 0 < sep x₁ x₂ s u :=
    hR.continuousAt.norm.tendsto.eventually (lt_mem_nhds h)
  refine (hd.congr_of_eventuallyEq ?_).congr_deriv ?_
  · filter_upwards [hpos] with u hu
    rw [sepT_eq hx₂ hu, inner_lineOfSight]
    rfl
  · simp only [inner_lineOfSight, inner_neg_left, inner_neg_right,
      real_inner_self_eq_norm_sq, sep]
    ring
```

## Equal times and the Darwin interaction

Now \(R'=v_1-v_2\). The proof applies the radial lemma to this joint motion and checks by `ring` that the result is the sum of the two partial derivatives.

```lean
/-- At equal times the total time derivative of `r_t` is `r_st + r_tt`. -/
theorem hasDerivAt_diagonal (hx₁ : Differentiable ℝ x₁) (hx₂ : Differentiable ℝ x₂)
    (hv₂ : Differentiable ℝ (deriv x₂)) {t : ℝ} (h : 0 < sep x₁ x₂ t t) :
    HasDerivAt (fun u => sepT x₁ x₂ u u) (sepST x₁ x₂ t t + sepTT x₁ x₂ t t) t := by
  have hR : HasDerivAt (fun u => x₁ u - x₂ u) (deriv x₁ t - deriv x₂ t) t :=
    (hx₁ t).hasDerivAt.fun_sub (hx₂ t).hasDerivAt
  have hd := hasDerivAt_radial hR (hv₂ t).hasDerivAt h
  have hpos : ∀ᶠ u in 𝓝 t, 0 < sep x₁ x₂ u u :=
    hR.continuousAt.norm.tendsto.eventually (lt_mem_nhds h)
  have e1 : sepST x₁ x₂ t t = _ := (hasDerivAt_mixed hx₁ hx₂ h).deriv
  have e2 : sepTT x₁ x₂ t t = _ := (hasDerivAt_second hx₂ hv₂ h).deriv
  refine (hd.congr_of_eventuallyEq ?_).congr_deriv ?_
  · filter_upwards [hpos] with u hu
    rw [sepT_eq hx₂ hu, inner_lineOfSight]
    rfl
  · rw [e1, e2]
    simp only [inner_lineOfSight, inner_sub_left, inner_sub_right,
      real_inner_self_eq_norm_sq, sep]
    ring
```

The main theorem substitutes \(r_{st}\), as in the elimination above. It requires \(x_1\) to be differentiable and \(x_2\) twice differentiable at all times, but positive separation only at the instant considered.

```lean
/-- The interaction `v₁·v₂/r - r_tt/2` equals the Darwin interaction minus the total
time derivative of `r_t/2`, and this derivative exists. -/
theorem retarded_eq_darwin_sub_deriv (hx₁ : Differentiable ℝ x₁) (hx₂ : Differentiable ℝ x₂)
    (hv₂ : Differentiable ℝ (deriv x₂)) {t : ℝ} (h : 0 < sep x₁ x₂ t t) :
    DifferentiableAt ℝ (fun u => sepT x₁ x₂ u u / 2) t ∧
      retardedTerm x₁ x₂ t = darwinTerm x₁ x₂ t - deriv (fun u => sepT x₁ x₂ u u / 2) t := by
  have hd := (hasDerivAt_diagonal hx₁ hx₂ hv₂ h).div_const 2
  have e1 : sepST x₁ x₂ t t = _ := (hasDerivAt_mixed hx₁ hx₂ h).deriv
  refine ⟨hd.differentiableAt, ?_⟩
  rw [hd.deriv, retardedTerm, darwinTerm, e1]
  ring
```

If \(v_1\) and \(a_2\) are also continuous and the particles do not meet on the interval, both interactions are integrable, and the fundamental theorem of calculus turns their difference into a boundary term.

```lean
/-- Over a time interval without collision, the action integrals of the two interactions
differ by the boundary values of `r_t/2`. -/
theorem action_eq_darwin_action (hx₁ : Differentiable ℝ x₁) (hx₂ : Differentiable ℝ x₂)
    (hv₂ : Differentiable ℝ (deriv x₂)) (hc₁ : Continuous (deriv x₁))
    (hc₂ : Continuous (deriv (deriv x₂))) {a b : ℝ}
    (h : ∀ t ∈ Set.uIcc a b, 0 < sep x₁ x₂ t t) :
    ∫ t in a..b, retardedTerm x₁ x₂ t =
      (∫ t in a..b, darwinTerm x₁ x₂ t) - (sepT x₁ x₂ b b / 2 - sepT x₁ x₂ a a / 2) := by
  have ci : ∀ {f g : ℝ → E}, ContinuousOn f (Set.uIcc a b) → ContinuousOn g (Set.uIcc a b) →
      ContinuousOn (fun t => ⟪f t, g t⟫_ℝ) (Set.uIcc a b) :=
    fun hf hg => continuous_inner.comp_continuousOn (hf.prodMk hg)
  have hx := (hx₁.continuous.sub hx₂.continuous).continuousOn (s := Set.uIcc a b)
  have hr : ContinuousOn (fun t => sep x₁ x₂ t t) (Set.uIcc a b) := hx.norm
  have hne : ∀ t ∈ Set.uIcc a b, sep x₁ x₂ t t ≠ 0 := fun t ht => (h t ht).ne'
  have hn : ContinuousOn (fun t => lineOfSight x₁ x₂ t t) (Set.uIcc a b) :=
    (hr.inv₀ hne).smul hx
  have c₁ := hc₁.continuousOn (s := Set.uIcc a b)
  have c₂ := hv₂.continuous.continuousOn (s := Set.uIcc a b)
  have c₃ := hc₂.continuousOn (s := Set.uIcc a b)
  -- both interactions are continuous in time, hence integrable
  have hD : ContinuousOn (fun t => darwinTerm x₁ x₂ t) (Set.uIcc a b) :=
    ((ci c₁ c₂).add ((ci hn c₁).mul (ci hn c₂))).div (continuousOn_const.mul hr)
      (fun t ht => mul_ne_zero two_ne_zero (hne t ht))
  have hTT : ContinuousOn (fun t => sepTT x₁ x₂ t t) (Set.uIcc a b) :=
    ((((c₂.norm.pow 2).sub ((ci hn c₂).pow 2)).div hr hne).sub (ci hn c₃)).congr
      (fun t ht => (hasDerivAt_second hx₂ hv₂ (h t ht)).deriv)
  have hL : ContinuousOn (fun t => retardedTerm x₁ x₂ t) (Set.uIcc a b) :=
    ((ci c₁ c₂).div hr hne).sub (hTT.div_const 2)
  -- the difference integrates to a boundary term
  have ftc : ∫ t in a..b, (darwinTerm x₁ x₂ t - retardedTerm x₁ x₂ t) =
      sepT x₁ x₂ b b / 2 - sepT x₁ x₂ a a / 2 := by
    refine intervalIntegral.integral_eq_sub_of_hasDerivAt
      (f := fun t => sepT x₁ x₂ t t / 2) (fun t ht => ?_) (hD.sub hL).intervalIntegrable
    obtain ⟨hd, he⟩ := retarded_eq_darwin_sub_deriv hx₁ hx₂ hv₂ (h t ht)
    exact hd.hasDerivAt.congr_deriv (by linarith)
  rw [intervalIntegral.integral_sub hD.intervalIntegrable hL.intervalIntegrable] at ftc
  linarith

end

end DarwinInteraction
```

```lean
#print axioms DarwinInteraction.retarded_eq_darwin_sub_deriv
#print axioms DarwinInteraction.action_eq_darwin_action
```

```
'DarwinInteraction.retarded_eq_darwin_sub_deriv' depends on axioms: [propext, Classical.choice, Quot.sound]
'DarwinInteraction.action_eq_darwin_action' depends on axioms: [propext, Classical.choice, Quot.sound]
```

Variations of the paths that vanish near both endpoints leave this boundary term unchanged, so both interactions give the same equations of motion. With the first one, the Euler–Lagrange equation for particle 2 must include the term that comes from the dependence on \(a_2\). The Darwin interaction is the classical analogue of the orbit–orbit term in the Breit–Pauli Hamiltonian, though the theorems concern only two classical point particles on given curves and say nothing about operator ordering or spin.
